# The square of an N-level oscillator displacement matrix misses the truncated x² only at the top level, by N/2 in oscillator units

A vibrational mode is often represented on a computer by its lowest N number states. The displacement x then becomes an N × N matrix X, and a mean-square displacement or a harmonic potential needs x². Multiplying X by itself is the obvious way to get it, but the exact x² can climb from a retained level to a discarded one and come back, and X · X has no such path. For a single harmonic mode with a sharp cutoff, the resulting error can be found exactly.

```lean
import Mathlib

open Matrix

namespace TruncatedDisplacement

noncomputable section
```

## The infinite ladder and its truncation

Displacement is measured in the oscillator unit √(ħ/(Mω)), with M the mass and ω the angular frequency of the mode, and x² in the square of that unit. Write |n⟩ for the number state of level n = 0, 1, 2, …. The lowering operator a acts as

a|n⟩ = √n |n−1⟩, a|0⟩ = 0.

Exact states are finite real combinations of number states, the type `ℕ →₀ ℝ`. This suffices for matrix elements of polynomials in x; Hilbert-space completion and operator domains do not enter. At n = 0 the natural-number subtraction `n - 1` returns 0, but the coefficient √0 removes the term.

```lean
/-- The exact lowering operator on finite combinations of number states:
it sends level `n` to `√n` times level `n - 1`, and the ground level to zero. -/
def lower : Module.End ℝ (ℕ →₀ ℝ) :=
  Finsupp.linearCombination ℝ (fun n : ℕ => Finsupp.single (n - 1) (Real.sqrt (n : ℝ)))
```

The raising operator a† acts as

a†|n⟩ = √(n+1) |n+1⟩.

```lean
/-- The exact raising operator: it sends level `n` to `√(n+1)` times level `n + 1`. -/
def raise : Module.End ℝ (ℕ →₀ ℝ) :=
  Finsupp.linearCombination ℝ
    (fun n : ℕ => Finsupp.single (n + 1) (Real.sqrt ((n + 1 : ℕ) : ℝ)))
```

The displacement is their sum,

x = (a + a†)/√2.

```lean
/-- The exact dimensionless displacement `x = (a + a†)/√2` on the infinite ladder. -/
def position : Module.End ℝ (ℕ →₀ ℝ) := (Real.sqrt 2)⁻¹ • (lower + raise)
```

For an operator T, the matrix element ⟨m|T|n⟩ is the coefficient of |m⟩ in T|n⟩.

```lean
/-- The matrix element `⟨m|T|n⟩` of an operator between number states. -/
def elem (T : Module.End ℝ (ℕ →₀ ℝ)) (m n : ℕ) : ℝ := T (Finsupp.single n 1) m
```

Truncation, trunc(T), keeps the elements with m, n = 0, …, N−1. The index type `Fin N` numbers the levels in the same way, from 0.

```lean
/-- The truncation of an exact operator to the lowest `N` levels. -/
def truncate (N : ℕ) (T : Module.End ℝ (ℕ →₀ ℝ)) : Matrix (Fin N) (Fin N) ℝ :=
  Matrix.of fun i j => elem T i j
```

The finite matrices are defined independently of the exact operators. The lowering matrix has the entries

a_{n−1,n} = √n, for 1 ≤ n ≤ N−1,

and zeros elsewhere.

```lean
/-- The `N`-level lowering matrix, with entries `√n` just above the diagonal. -/
def lowering (N : ℕ) : Matrix (Fin N) (Fin N) ℝ :=
  Matrix.of fun i j => if (i : ℕ) + 1 = j then Real.sqrt ((j : ℕ) : ℝ) else 0
```

From it comes the displacement matrix

X = (a + aᵀ)/√2.

```lean
/-- The `N`-level displacement matrix `X = (a + aᵀ)/√2`. -/
def X (N : ℕ) : Matrix (Fin N) (Fin N) ℝ :=
  (Real.sqrt 2)⁻¹ • (lowering N + (lowering N)ᵀ)
```

The projector E on the top retained level has a single entry 1, at row and column N−1.

```lean
/-- The projector on the highest of the `N` retained levels. -/
def topProjector (N : ℕ) : Matrix (Fin N) (Fin N) ℝ :=
  Matrix.of fun i j => if (i : ℕ) + 1 = N ∧ (j : ℕ) + 1 = N then 1 else 0
```

## Hops between neighbouring levels

Applying x to |n⟩ gives

x|n⟩ = (√n |n−1⟩ + √(n+1) |n+1⟩)/√2,

so that

⟨n−1|x|n⟩ = ⟨n|x|n−1⟩ = √(n/2).

In the proof, `hl` and `hr` evaluate the lowering and raising parts separately.

```lean
/-- The exact displacement connects only neighbouring levels, with amplitude `√(n/2)`
between levels `n - 1` and `n`. -/
theorem position_elem (m n : ℕ) :
    elem position m n = (Real.sqrt 2)⁻¹ *
      ((if m + 1 = n then Real.sqrt (n : ℝ) else 0) +
        (if n + 1 = m then Real.sqrt (m : ℝ) else 0)) := by
  have hl : lower (Finsupp.single n 1) m = if m + 1 = n then Real.sqrt (n : ℝ) else 0 := by
    rw [lower, Finsupp.linearCombination_single, one_smul, Finsupp.single_apply]
    rcases Nat.eq_zero_or_pos n with h0 | h0
    · subst h0
      simp
    · by_cases h : m + 1 = n
      · rw [if_pos h, if_pos (show n - 1 = m by omega)]
      · rw [if_neg h, if_neg (show ¬ n - 1 = m by omega)]
  have hr : raise (Finsupp.single n 1) m = if n + 1 = m then Real.sqrt (m : ℝ) else 0 := by
    rw [raise, Finsupp.linearCombination_single, one_smul, Finsupp.single_apply]
    by_cases h : n + 1 = m
    · rw [if_pos h, if_pos h, h]
    · rw [if_neg h, if_neg h]
  rw [← hl, ← hr]
  rfl
```

All other elements vanish:

⟨m|x|n⟩ = 0 unless m = n ± 1.

```lean
/-- The displacement has no matrix element between levels that are not neighbours. -/
theorem position_elem_zero {m n : ℕ} (h₁ : m + 1 ≠ n) (h₂ : n + 1 ≠ m) :
    elem position m n = 0 := by
  rw [position_elem, if_neg h₁, if_neg h₂, add_zero, mul_zero]
```

## The path through the first discarded level

For operators S and T, expand T|n⟩ in number states and apply S term by term:

⟨m|ST|n⟩ = Σ_{k<K} ⟨m|S|k⟩⟨k|T|n⟩,

provided that T|n⟩ has no component on levels k ≥ K. The proof establishes the expansion as `h` and then uses the linearity of S.

```lean
/-- The matrix element `⟨m|ST|n⟩` is a sum over the intermediate levels below `K`, provided that `T`
applied to level `n` has no component on any level from `K` on. -/
theorem elem_mul (S T : Module.End ℝ (ℕ →₀ ℝ)) (m n K : ℕ)
    (hT : ∀ k, K ≤ k → elem T k n = 0) :
    elem (S * T) m n = ∑ k ∈ Finset.range K, elem S m k * elem T k n := by
  -- expand the intermediate state in number states
  have h : T (Finsupp.single n 1) =
      ∑ k ∈ Finset.range K, elem T k n • Finsupp.single k (1 : ℝ) := by
    ext l
    rw [Finsupp.finsetSum_apply]
    simp only [Finsupp.smul_apply, Finsupp.single_apply, smul_eq_mul, mul_ite, mul_one,
      mul_zero, Finset.sum_ite_eq', Finset.mem_range]
    split_ifs with hl
    · rfl
    · exact hT l (not_lt.mp hl)
  change S (T (Finsupp.single n 1)) m = _
  rw [h, map_sum, Finsupp.finsetSum_apply]
  refine Finset.sum_congr rfl fun k _ => ?_
  rw [map_smul, Finsupp.smul_apply, smul_eq_mul, mul_comm]
  rfl
```

Now let i and j be retained levels, and suppose that T|j⟩ reaches no level above N. Taking K = N+1 and splitting off the last term gives

⟨i|ST|j⟩ = Σ_{k<N} ⟨i|S|k⟩⟨k|T|j⟩ + ⟨i|S|N⟩⟨N|T|j⟩.

The sum is the product of the truncated matrices. The remaining term is the path through level N, the first one discarded. `Finset.sum_range_succ` performs the split.

```lean
/-- If `T` takes the retained level `j` no higher than level `N`, truncating the product `S T`
differs from multiplying the truncations by the path through the discarded level `N`. -/
theorem truncate_mul_apply (N : ℕ) (S T : Module.End ℝ (ℕ →₀ ℝ)) (i j : Fin N)
    (hT : ∀ k, N < k → elem T k j = 0) :
    truncate N (S * T) i j =
      (truncate N S * truncate N T) i j + elem S i N * elem T N j := by
  change elem (S * T) i j = _
  rw [elem_mul S T i j (N + 1) (fun k hk => hT k (by omega)), Finset.sum_range_succ,
    Finset.sum_range, Matrix.mul_apply]
  rfl
```

The matrix X has the same entries as the exact x between retained levels:

trunc(x) = X.

```lean
/-- The matrix `X` is the truncation of the exact displacement. -/
theorem truncate_position (N : ℕ) : truncate N position = X N := by
  ext i j
  exact position_elem i j
```

Set S = T = x. A retained level j is at most N−1, so one hop reaches at most N and the previous formula applies. The lost path needs i and j both to be neighbours of N, hence i = j = N−1, and its weight is

√(N/2) · √(N/2) = N/2.

Therefore

X² = trunc(x²) − (N/2) E.

The statement holds for every N; already at N = 1, X² = 0 while the exact element is 1/2. In the proof, `key` computes the lost path by cases on whether i and j are the top level, and `linear_combination` supplies the squares of the roots.

```lean
/-- The square of the truncated displacement equals the truncation of the exact `x²`
minus `N/2` times the projector on the top retained level. -/
theorem truncated_sq (N : ℕ) :
    X N * X N = truncate N (position * position) - ((N : ℝ) / 2) • topProjector N := by
  ext i j
  have hi' := i.isLt
  have hj' := j.isLt
  have h := truncate_mul_apply N position position i j
    (fun k hk => position_elem_zero (by omega) (by omega))
  -- the lost path starts and ends on the top level
  have key : elem position i N * elem position N j = (N : ℝ) / 2 * topProjector N i j := by
    have h2 : (Real.sqrt 2)⁻¹ * (Real.sqrt 2)⁻¹ = 1 / 2 := by
      rw [← mul_inv, Real.mul_self_sqrt (by norm_num)]
      norm_num
    have hN : Real.sqrt (N : ℝ) * Real.sqrt (N : ℝ) = N :=
      Real.mul_self_sqrt (Nat.cast_nonneg N)
    by_cases hi : (i : ℕ) + 1 = N
    · by_cases hj : (j : ℕ) + 1 = N
      · have ht : topProjector N i j = 1 := if_pos ⟨hi, hj⟩
        rw [ht, position_elem, position_elem, if_pos hi, if_pos hj,
          if_neg (show ¬ N + 1 = (i : ℕ) by omega), if_neg (show ¬ N + 1 = (j : ℕ) by omega)]
        linear_combination Real.sqrt (N : ℝ) * Real.sqrt (N : ℝ) * h2 + 1 / 2 * hN
      · have ht : topProjector N i j = 0 := if_neg fun h => hj h.2
        rw [ht, position_elem_zero (m := N) (n := j) (by omega) hj, mul_zero, mul_zero]
    · have ht : topProjector N i j = 0 := if_neg fun h => hi h.1
      rw [ht, position_elem_zero (m := i) (n := N) hi (by omega), zero_mul, mul_zero]
  rw [truncate_position, key] at h
  rw [Matrix.sub_apply, Matrix.smul_apply, smul_eq_mul, h]
  ring
```

## Diagonal elements, exact and truncated

From level n the exact x² can return through n+1 or, if n > 0, through n−1:

⟨n|x²|n⟩ = (n+1)/2 + n/2 = n + 1/2.

The auxiliary `hop` gives the weight (k+1)/2 of a round trip between k and k+1. The case n = 0 is treated separately because it has no lower neighbour.

```lean
/-- In the exact oscillator the mean-square displacement of level `n` is `n + 1/2`. -/
theorem exact_sq_diag (n : ℕ) : elem (position * position) n n = (n : ℝ) + 1 / 2 := by
  -- a hop up and back from level `k` has weight `(k+1)/2`
  have hop : ∀ k : ℕ, elem position k (k + 1) * elem position (k + 1) k = ((k : ℝ) + 1) / 2 := by
    intro k
    have hs : Real.sqrt ((k + 1 : ℕ) : ℝ) * Real.sqrt ((k + 1 : ℕ) : ℝ) = (k : ℝ) + 1 := by
      rw [Real.mul_self_sqrt (Nat.cast_nonneg _)]
      push_cast
      ring
    have h2 : (Real.sqrt 2)⁻¹ * (Real.sqrt 2)⁻¹ = 1 / 2 := by
      rw [← mul_inv, Real.mul_self_sqrt (by norm_num)]
      norm_num
    rw [position_elem, position_elem, if_pos rfl, if_neg (show ¬ k + 1 + 1 = k by omega)]
    linear_combination
      Real.sqrt ((k + 1 : ℕ) : ℝ) * Real.sqrt ((k + 1 : ℕ) : ℝ) * h2 + 1 / 2 * hs
  have z : elem position n n = 0 := position_elem_zero (by omega) (by omega)
  rw [elem_mul position position n n (n + 1 + 1)
    (fun k hk => position_elem_zero (by omega) (by omega)),
    Finset.sum_range_succ, Finset.sum_range_succ, z, hop n]
  cases n with
  | zero => simp
  | succ m =>
    have h0 : ∑ k ∈ Finset.range m, elem position (m + 1) k * elem position k (m + 1) = 0 :=
      Finset.sum_eq_zero fun k hk => by
        have hk' := Finset.mem_range.mp hk
        rw [position_elem_zero (m := k) (n := m + 1) (by omega) (by omega), mul_zero]
    rw [Finset.sum_range_succ, h0, mul_comm (elem position (m + 1) m), hop m]
    push_cast
    ring
```

From here on, the retained levels are 0, …, N, so the matrix size is N+1 and the defect is (N+1)/2. The top diagonal entry of X² is

(N + 1/2) − (N+1)/2 = N/2.

Only the downward round trip survives; for N = 0 there is none, and the entry is 0.

```lean
/-- With levels `0, …, N` retained, the top diagonal entry of `X²` is `N/2`. -/
theorem truncated_sq_top (N : ℕ) :
    (X (N + 1) * X (N + 1)) (Fin.last N) (Fin.last N) = (N : ℝ) / 2 := by
  have h : truncate (N + 1) (position * position) (Fin.last N) (Fin.last N) =
      (N : ℝ) + 1 / 2 := exact_sq_diag N
  have ht : topProjector (N + 1) (Fin.last N) (Fin.last N) = 1 := if_pos ⟨rfl, rfl⟩
  rw [truncated_sq, Matrix.sub_apply, Matrix.smul_apply, h, ht, smul_eq_mul]
  push_cast
  ring
```

For three levels (N = 2 in this numbering), X has the entries √(1/2) between levels 0 and 1, and 1 between levels 1 and 2. Multiplying out,

diagonal of X²: 1/2, 3/2, 1
diagonal of trunc(x²): 1/2, 3/2, 5/2.

The element between levels 0 and 2 is √(1/2) in both matrices. The whole discrepancy is 3/2, in the corner.

## The error in a mean-square displacement

Let ρ be a real density matrix on levels 0, …, N. Since Tr(ρE) = ρ_NN, the population of the top level,

Tr(ρX²) = Tr(ρ trunc(x²)) − ((N+1)/2) ρ_NN.

In the three-level example, a top population of 0.01 lowers the mean-square displacement by 0.015. For a single harmonic mode in a finite number basis, the top population thus measures the error made by squaring X. It does not measure the error of replacing a thermal state by one confined to the retained levels, since both traces use the same ρ.

The Lean statement accepts any real matrix ρ; positivity and unit trace are not used. For a complex density matrix it can be applied to the real part: the imaginary part is antisymmetric and drops out of both traces, because X² and trunc(x²) are real and symmetric. Its proof first shows that the projector picks out the top population, then inserts the formula for X² and uses linearity of the trace.

```lean
/-- With levels `0, …, N` retained and any real matrix `ρ` on them, the trace of `ρ X²` is the trace
of `ρ` times the truncated exact `x²`, minus `(N+1)/2` times the top diagonal entry of `ρ`. -/
theorem mean_square_displacement (N : ℕ) (ρ : Matrix (Fin (N + 1)) (Fin (N + 1)) ℝ) :
    (ρ * (X (N + 1) * X (N + 1))).trace =
      (ρ * truncate (N + 1) (position * position)).trace -
        ((N : ℝ) + 1) / 2 * ρ (Fin.last N) (Fin.last N) := by
  have hl : ∀ i : Fin (N + 1), i ≠ Fin.last N → ¬ ((i : ℕ) + 1 = N + 1) :=
    fun i hi h => hi (Fin.ext (Nat.succ.inj h))
  -- the projector picks out the top population
  have h : (ρ * topProjector (N + 1)).trace = ρ (Fin.last N) (Fin.last N) := by
    simp only [Matrix.trace, Matrix.diag_apply, Matrix.mul_apply, topProjector, Matrix.of_apply]
    rw [Finset.sum_eq_single (Fin.last N)]
    · rw [Finset.sum_eq_single (Fin.last N)]
      · simp
      · intro j _ hj
        rw [if_neg (fun h => hl j hj h.1), mul_zero]
      · intro h
        exact absurd (Finset.mem_univ _) h
    · intro i _ hi
      refine Finset.sum_eq_zero fun j _ => ?_
      rw [if_neg (fun h => hl i hi h.2), mul_zero]
    · intro h
      exact absurd (Finset.mem_univ _) h
  rw [truncated_sq, Matrix.mul_sub, Matrix.trace_sub, Matrix.mul_smul, Matrix.trace_smul, h,
    smul_eq_mul]
  push_cast
  ring

end

end TruncatedDisplacement
```

```lean
#print axioms TruncatedDisplacement.truncated_sq_top
#print axioms TruncatedDisplacement.mean_square_displacement
```

```
'TruncatedDisplacement.truncated_sq_top' depends on axioms: [propext, Classical.choice, Quot.sound]
'TruncatedDisplacement.mean_square_displacement' depends on axioms: [propext, Classical.choice, Quot.sound]
```
